# The energy shift from a global parity projection vanishes for a product of many noninteracting copies

## A broken symmetry in many copies

A mean-field state can break a symmetry that its Hamiltonian has. In a stretched hydrogen molecule, for instance, the unrestricted Hartree–Fock state can put the spin-up electron mostly on one atom and the spin-down electron mostly on the other. Projecting onto a definite parity restores the symmetry and changes the energy. Now take many such systems, far apart and noninteracting, each in the same broken-symmetry state, and restore only the parity of the whole. How much of the energy change survives?

For a fixed one-copy state and a single two-fold symmetry, the total change tends to zero, and not only the change per copy. In electronic structure this is a size-consistency problem, shown here in a noninteracting model: projecting each copy separately would give a change proportional to the number of copies.

## The model and the claim

One copy has a finite real state space with scalar product ⟨u,v⟩. Its Hamiltonian is a matrix h, and its symmetry is a real symmetric matrix R with R² = 1 and hR = Rh. The unit vector p is the mean-field state. Three numbers determine the result:

e = ⟨p,hp⟩, s = ⟨p,Rp⟩, t = ⟨p,hRp⟩.

We assume |s| < 1. Since p and Rp are unit vectors, |s| = 1 would mean Rp = ±p, so the condition says that p really breaks the symmetry. For Rp = ±p the projection either leaves the product state unchanged or annihilates it.

Let Φ be the product of N copies of p, and let σ = 1 or σ = −1 select the parity. The projected state is

Ψ = ½(1 + σ R⊗…⊗R)Φ.

With H the sum of h over the copies, the normalized energy is E = ⟨Ψ,HΨ⟩/⟨Ψ,Ψ⟩. The claim is that E − Ne → 0 as N → ∞.

## The exact shift for N + 1 copies

Count the copies as N + 1, with N ≥ 0 and s⁰ = 1. Overlaps of product states factorize, because a sum over configurations of a product is a product of one-copy sums. Between uniform products of u and of v, each term of H puts h on one copy and leaves N plain overlaps, so the N + 1 terms give

(N+1) ⟨u,hv⟩ ⟨u,v⟩^N.

The projected state is Ψ = ½(Φ + σΦ′), where Φ′ is the product of copies of Rp. Since ⟨Rp,Rp⟩ = ⟨p,R²p⟩ = 1 and σ² = 1,

⟨Ψ,Ψ⟩ = ¼(1 + 2σs^(N+1) + σ²) = ½(1 + σs^(N+1)).

This is positive because |s^(N+1)| < 1. For the energy we also need

⟨Rp,hp⟩ = ⟨p,Rhp⟩ = ⟨p,hRp⟩ = t,

⟨Rp,hRp⟩ = ⟨p,RhRp⟩ = ⟨p,hR²p⟩ = e.

The four matrix elements then add up to

⟨Ψ,HΨ⟩ = ¼(N+1)(e + 2σts^N + σ²e) = ½(N+1)(e + σts^N).

Dividing by the squared norm and subtracting (N+1)e gives

E − (N+1)e = σ(N+1)s^N(t − es) / (1 + σs^(N+1)).

The ratio of successive values of (N+1)|s|^N tends to |s| < 1 when s ≠ 0, so these values tend to zero; for s = 0 they vanish from N = 1 on. The denominator tends to 1, and the shift therefore tends to zero. This holds for both parities, so the splitting between their energies vanishes too.

## The two matrix elements in a projected mean-field calculation

A projected mean-field calculation with a two-fold symmetry evaluates the overlap of the broken-symmetry state with its reflected partner and the Hamiltonian element between them. For N + 1 copies these are s^(N+1) and (N+1)ts^N. For Slater determinants of orthonormal orbitals, the overlap is the determinant of the matrix of overlaps between the occupied orbitals of the one state and those of the other. For separated fragments with their own orbitals, and a symmetry that maps each fragment to itself, this matrix is block diagonal, and its determinant is the product of the fragment determinants.

Take h = diag(0,1), R = diag(1,−1) and p = (3/5, 4/5). Then e = 0.64, s = −0.28 and t = −0.64. For σ = 1 the shift is −0.64 for one copy, about +0.239 for two, −0.111 for three and +0.00005 for ten. With p held fixed, projection can thus also raise the energy.

## How the Lean statement describes the copies

The finite type `n` labels the basis states of one copy, and a configuration of N copies is a function `Fin N → n`. A many-copy state is a real function on configurations. `productState` and `tensorOp` are entrywise products, and `hamiltonian` places `h` on each copy in turn, with the identity elsewhere. `projectedState` applies the projection without normalizing, while `projectedEnergy` divides by the squared norm. The product `⬝ᵥ` is the real scalar product and `*ᵥ` applies a matrix to a vector.

The main theorem, `projection_gain_tendsto_zero`, assumes σ² = 1 (`hσ`), a symmetric `R` (`hR`) that squares to one (`hRR`), commutation with `h` (`hc`), a unit vector `p` (`hp`) and |s| < 1 (`hs`). Its conclusion is the limit claimed above. Symmetry of `h` is not assumed, although a physical real Hamiltonian has it.

The copies are distinguishable and do not interact, and no antisymmetrization between them is imposed. The vector `p` is the same for every N, so reoptimizing it after projection is a different problem. So is spin projection by integration over rotations, since the symmetry here has only the two elements 1 and R⊗…⊗R.

## The complete file

```lean
import Mathlib

open Matrix Filter Topology

namespace SymmetryProjectionSize

noncomputable section

variable {n : Type*} [Fintype n] [DecidableEq n] {N : ℕ}

/-- The product state of `N` copies, with copy `i` in the state `v i`. -/
def productState (v : Fin N → n → ℝ) : (Fin N → n) → ℝ :=
  fun x => ∏ i, v i (x i)

/-- The tensor product of one-copy operators, with `A i` acting on copy `i`. -/
def tensorOp (A : Fin N → Matrix n n ℝ) : Matrix (Fin N → n) (Fin N → n) ℝ :=
  Matrix.of fun x y => ∏ i, A i (x i) (y i)

/-- The Hamiltonian of `N` noninteracting copies: the sum of `h` acting on each copy in turn. -/
def hamiltonian (N : ℕ) (h : Matrix n n ℝ) : Matrix (Fin N → n) (Fin N → n) ℝ :=
  ∑ i : Fin N, tensorOp (fun j => if j = i then h else 1)

/-- The global symmetry projection `(1 + σ R ⊗ ... ⊗ R) / 2` applied to `N` copies of `p`. -/
def projectedState (σ : ℝ) (R : Matrix n n ℝ) (p : n → ℝ) (N : ℕ) : (Fin N → n) → ℝ :=
  ((1 / 2 : ℝ) • (1 + σ • tensorOp (fun _ : Fin N => R))) *ᵥ productState (fun _ => p)

/-- The normalized energy of the projected state, meaningful when that state is nonzero. -/
def projectedEnergy (σ : ℝ) (h R : Matrix n n ℝ) (p : n → ℝ) (N : ℕ) : ℝ :=
  (projectedState σ R p N ⬝ᵥ (hamiltonian N h *ᵥ projectedState σ R p N)) /
    (projectedState σ R p N ⬝ᵥ projectedState σ R p N)

omit [DecidableEq n] in
/-- The overlap of two product states is the product of the one-copy overlaps. -/
theorem productState_dot (u v : Fin N → n → ℝ) :
    productState u ⬝ᵥ productState v = ∏ i, u i ⬝ᵥ v i := by
  simp only [dotProduct, productState, ← Finset.prod_mul_distrib]
  rw [Finset.prod_univ_sum, Fintype.piFinset_univ]

omit [DecidableEq n] in
/-- A tensor product of operators acts on a product state copy by copy. -/
theorem tensorOp_mulVec (A : Fin N → Matrix n n ℝ) (v : Fin N → n → ℝ) :
    tensorOp A *ᵥ productState v = productState (fun i => A i *ᵥ v i) := by
  ext x
  simp only [Matrix.mulVec, dotProduct, tensorOp, productState, Matrix.of_apply,
    ← Finset.prod_mul_distrib]
  rw [Finset.prod_univ_sum, Fintype.piFinset_univ]

/-- Between `N + 1` copies of `u` and of `v`, the Hamiltonian has the matrix element
`(N + 1) ⟨u, h v⟩ ⟨u, v⟩ ^ N`. -/
theorem hamiltonian_element (h : Matrix n n ℝ) (u v : n → ℝ) (N : ℕ) :
    productState (fun _ => u) ⬝ᵥ (hamiltonian (N + 1) h *ᵥ productState (fun _ => v)) =
      (N + 1 : ℝ) * (u ⬝ᵥ (h *ᵥ v)) * (u ⬝ᵥ v) ^ N := by
  have hsum : ∀ (s : Finset (Fin (N + 1)))
      (M : Fin (N + 1) → Matrix (Fin (N + 1) → n) (Fin (N + 1) → n) ℝ)
      (a b : (Fin (N + 1) → n) → ℝ),
      a ⬝ᵥ ((∑ i ∈ s, M i) *ᵥ b) = ∑ i ∈ s, a ⬝ᵥ (M i *ᵥ b) := by
    intro s M a b
    induction s using Finset.induction_on with
    | empty => simp
    | insert i s hi ih =>
      rw [Finset.sum_insert hi, Finset.sum_insert hi, Matrix.add_mulVec, dotProduct_add, ih]
  -- one copy carries `h`, the other `N` copies contribute overlaps
  have hone : ∀ i : Fin (N + 1),
      productState (fun _ => u) ⬝ᵥ
        (tensorOp (fun j => if j = i then h else 1) *ᵥ productState (fun _ => v)) =
      (u ⬝ᵥ (h *ᵥ v)) * (u ⬝ᵥ v) ^ N := by
    intro i
    have hrest : ∏ j ∈ Finset.univ.erase i, (u ⬝ᵥ ((if j = i then h else 1) *ᵥ v)) =
        (u ⬝ᵥ v) ^ N := by
      calc _ = ∏ _j ∈ Finset.univ.erase i, (u ⬝ᵥ v) :=
            Finset.prod_congr rfl fun j hj => by
              rw [if_neg (Finset.ne_of_mem_erase hj), Matrix.one_mulVec]
        _ = _ := by simp [Finset.card_erase_of_mem]
    rw [tensorOp_mulVec, productState_dot,
      ← Finset.mul_prod_erase Finset.univ _ (Finset.mem_univ i), hrest, if_pos rfl]
  rw [hamiltonian, hsum, Finset.sum_congr rfl (fun i _ => hone i)]
  simp only [Finset.sum_const, Finset.card_univ, Fintype.card_fin, nsmul_eq_mul]
  push_cast
  ring

/-- The projected state is half the sum of the product of `p` and `σ` times the product
of `R p`. -/
theorem projectedState_eq (σ : ℝ) (R : Matrix n n ℝ) (p : n → ℝ) (N : ℕ) :
    projectedState σ R p N = (1 / 2 : ℝ) •
      (productState (fun _ => p) + σ • productState (fun _ => R *ᵥ p)) := by
  simp only [projectedState, Matrix.smul_mulVec, Matrix.add_mulVec, Matrix.one_mulVec,
    tensorOp_mulVec]

omit [DecidableEq n] in
/-- A symmetric matrix can be moved from one side of the scalar product to the other. -/
theorem symmetric_move {R : Matrix n n ℝ} (hR : Rᵀ = R) (u w : n → ℝ) :
    (R *ᵥ u) ⬝ᵥ w = u ⬝ᵥ (R *ᵥ w) := by
  rw [Matrix.dotProduct_mulVec u R w, ← Matrix.mulVec_transpose, hR]

/-- For a symmetric `R` with `R² = 1`, a unit vector `p` and `σ = ±1`, the projected state has
squared norm `(1 + σ ⟨p, R p⟩ ^ N) / 2`. -/
theorem projected_norm {σ : ℝ} {R : Matrix n n ℝ} {p : n → ℝ} (hσ : σ ^ 2 = 1)
    (hR : Rᵀ = R) (hRR : R * R = 1) (hp : p ⬝ᵥ p = 1) (N : ℕ) :
    projectedState σ R p N ⬝ᵥ projectedState σ R p N =
      (1 + σ * (p ⬝ᵥ (R *ᵥ p)) ^ N) / 2 := by
  have h1 : (R *ᵥ p) ⬝ᵥ (R *ᵥ p) = 1 := by
    rw [symmetric_move hR, Matrix.mulVec_mulVec, hRR, Matrix.one_mulVec, hp]
  have h2 : (R *ᵥ p) ⬝ᵥ p = p ⬝ᵥ (R *ᵥ p) := symmetric_move hR p p
  simp only [projectedState_eq, smul_dotProduct, dotProduct_smul, add_dotProduct,
    dotProduct_add, smul_eq_mul, productState_dot, Finset.prod_const, Finset.card_univ,
    Fintype.card_fin, h1, h2, hp, one_pow]
  linear_combination (1 / 4) * hσ

/-- If `σ = ±1` and `|s| < 1`, the normalization factor `1 + σ s ^ (N + 1)` is positive. -/
theorem norm_factor_pos {σ s : ℝ} (hσ : σ ^ 2 = 1) (hs : |s| < 1) (N : ℕ) :
    0 < 1 + σ * s ^ (N + 1) := by
  have habs : |s ^ (N + 1)| < 1 := by
    rw [abs_pow]
    exact pow_lt_one₀ (abs_nonneg s) hs (Nat.succ_ne_zero N)
  obtain ⟨hl, hu⟩ := abs_lt.mp habs
  have hfac : (σ - 1) * (σ + 1) = 0 := by linear_combination hσ
  rcases mul_eq_zero.mp hfac with h | h
  · have h' : σ = 1 := by linarith
    rw [h']
    linarith
  · have h' : σ = -1 := by linarith
    rw [h']
    linarith

/-- The exact energy shift due to projection for `N + 1` copies, when `R` is symmetric with
`R² = 1`, `h` commutes with `R`, `p` is a unit vector with `|⟨p, R p⟩| < 1`, and `σ = ±1`. -/
theorem projectedEnergy_shift {σ : ℝ} {h R : Matrix n n ℝ} {p : n → ℝ} (hσ : σ ^ 2 = 1)
    (hR : Rᵀ = R) (hRR : R * R = 1) (hc : h * R = R * h) (hp : p ⬝ᵥ p = 1)
    (hs : |p ⬝ᵥ (R *ᵥ p)| < 1) (N : ℕ) :
    projectedEnergy σ h R p (N + 1) - (N + 1 : ℝ) * (p ⬝ᵥ (h *ᵥ p)) =
      σ * (N + 1) * (p ⬝ᵥ (R *ᵥ p)) ^ N *
        (p ⬝ᵥ (h *ᵥ (R *ᵥ p)) - (p ⬝ᵥ (h *ᵥ p)) * (p ⬝ᵥ (R *ᵥ p))) /
        (1 + σ * (p ⬝ᵥ (R *ᵥ p)) ^ (N + 1)) := by
  have hcomm : ∀ v, R *ᵥ (h *ᵥ v) = h *ᵥ (R *ᵥ v) := fun v => by
    rw [Matrix.mulVec_mulVec, Matrix.mulVec_mulVec, hc]
  have hinv : ∀ v, R *ᵥ (R *ᵥ v) = v := fun v => by
    rw [Matrix.mulVec_mulVec, hRR, Matrix.one_mulVec]
  have h1 : (R *ᵥ p) ⬝ᵥ (R *ᵥ p) = 1 := by rw [symmetric_move hR, hinv, hp]
  have h2 : (R *ᵥ p) ⬝ᵥ p = p ⬝ᵥ (R *ᵥ p) := symmetric_move hR p p
  have h3 : (R *ᵥ p) ⬝ᵥ (h *ᵥ p) = p ⬝ᵥ (h *ᵥ (R *ᵥ p)) := by
    rw [symmetric_move hR, hcomm]
  have h4 : (R *ᵥ p) ⬝ᵥ (h *ᵥ (R *ᵥ p)) = p ⬝ᵥ (h *ᵥ p) := by
    rw [symmetric_move hR, hcomm, hinv]
  -- the numerator: diagonal terms and cross terms between the copies of `p` and of `R p`
  have hnum : projectedState σ R p (N + 1) ⬝ᵥ
      (hamiltonian (N + 1) h *ᵥ projectedState σ R p (N + 1)) =
      ((N + 1 : ℝ) * (p ⬝ᵥ (h *ᵥ p) +
        σ * (p ⬝ᵥ (h *ᵥ (R *ᵥ p))) * (p ⬝ᵥ (R *ᵥ p)) ^ N)) / 2 := by
    simp only [projectedState_eq, Matrix.mulVec_smul, Matrix.mulVec_add, smul_dotProduct,
      dotProduct_smul, add_dotProduct, dotProduct_add, smul_eq_mul, hamiltonian_element,
      h1, h2, h3, h4, hp, one_pow]
    linear_combination ((N + 1 : ℝ) * (p ⬝ᵥ (h *ᵥ p)) / 4) * hσ
  have hd := (norm_factor_pos hσ hs N).ne'
  have hhalf : ∀ a b : ℝ, b ≠ 0 → a / 2 / (b / 2) = a / b := fun a b hb => by
    field_simp
  rw [projectedEnergy, hnum, projected_norm hσ hR hRR hp, hhalf _ _ hd, eq_div_iff hd,
    sub_mul, div_mul_cancel₀ _ hd]
  ring

/-- Let `R` be symmetric with `R² = 1`, `h` commute with `R`, `p` be a unit vector with
`|⟨p, R p⟩| < 1`, and `σ = ±1`. Then the projected energy of `N` copies minus `N ⟨p, h p⟩`
tends to zero as `N` grows. -/
theorem projection_gain_tendsto_zero {σ : ℝ} {h R : Matrix n n ℝ} {p : n → ℝ}
    (hσ : σ ^ 2 = 1) (hR : Rᵀ = R) (hRR : R * R = 1) (hc : h * R = R * h)
    (hp : p ⬝ᵥ p = 1) (hs : |p ⬝ᵥ (R *ᵥ p)| < 1) :
    Tendsto (fun N : ℕ => projectedEnergy σ h R p N - (N : ℝ) * (p ⬝ᵥ (h *ᵥ p)))
      atTop (𝓝 0) := by
  apply (tendsto_add_atTop_iff_nat 1).mp
  have hpow := tendsto_pow_atTop_nhds_zero_of_abs_lt_one hs
  -- geometric decay of the overlap beats the linear growth of the energy
  have h1 := (tendsto_self_mul_const_pow_of_abs_lt_one hs).add hpow
  have h2 : Tendsto (fun N : ℕ => 1 + σ * (p ⬝ᵥ (R *ᵥ p)) ^ (N + 1)) atTop
      (𝓝 (1 + σ * 0)) :=
    ((hpow.comp (tendsto_add_atTop_nat 1)).const_mul σ).const_add 1
  have h3 := (h1.const_mul (σ * (p ⬝ᵥ (h *ᵥ (R *ᵥ p)) -
    (p ⬝ᵥ (h *ᵥ p)) * (p ⬝ᵥ (R *ᵥ p))))).div h2 (by simp)
  rw [add_zero, mul_zero, zero_div] at h3
  refine h3.congr (fun N => ?_)
  have hE := projectedEnergy_shift hσ hR hRR hc hp hs N
  simp only [Nat.cast_add, Nat.cast_one, Pi.div_apply]
  rw [hE]
  ring

/-- If `R` is symmetric with `R² = 1`, `h` commutes with `R`, and `p` is a unit vector with
`|⟨p, R p⟩| < 1`, then the difference between the energies projected with `σ = 1` and `σ = -1` tends
to zero as the number of copies grows. -/
theorem parity_splitting_tendsto_zero {h R : Matrix n n ℝ} {p : n → ℝ}
    (hR : Rᵀ = R) (hRR : R * R = 1) (hc : h * R = R * h)
    (hp : p ⬝ᵥ p = 1) (hs : |p ⬝ᵥ (R *ᵥ p)| < 1) :
    Tendsto (fun N : ℕ => projectedEnergy 1 h R p N - projectedEnergy (-1) h R p N)
      atTop (𝓝 0) := by
  have hdiff := (projection_gain_tendsto_zero (σ := 1) (by norm_num) hR hRR hc hp hs).sub
    (projection_gain_tendsto_zero (σ := -1) (by norm_num) hR hRR hc hp hs)
  rw [sub_zero] at hdiff
  exact hdiff.congr (fun N => by ring)

/-- The two-level system `h = diag(0, 1)`, `R = diag(1, -1)`, `p = (3/5, 4/5)` has a symmetric `R`
with `R² = 1` that commutes with `h`, and a unit vector `p` with `|⟨p, R p⟩| < 1`. Also,
`⟨p, h R p⟩` differs from `⟨p, h p⟩ ⟨p, R p⟩`. -/
theorem projection_witness :
    let h : Matrix (Fin 2) (Fin 2) ℝ := !![0, 0; 0, 1]
    let R : Matrix (Fin 2) (Fin 2) ℝ := !![1, 0; 0, -1]
    let p : Fin 2 → ℝ := ![3 / 5, 4 / 5]
    Rᵀ = R ∧ R * R = 1 ∧ h * R = R * h ∧ p ⬝ᵥ p = 1 ∧ |p ⬝ᵥ (R *ᵥ p)| < 1 ∧
      p ⬝ᵥ (h *ᵥ (R *ᵥ p)) ≠ (p ⬝ᵥ (h *ᵥ p)) * (p ⬝ᵥ (R *ᵥ p)) := by
  intro h R p
  refine ⟨?_, ?_, ?_, ?_, ?_, ?_⟩
  · ext i j
    fin_cases i <;> fin_cases j <;> simp [R]
  · ext i j
    fin_cases i <;> fin_cases j <;> simp [R, Matrix.mul_apply, Fin.sum_univ_two]
  · ext i j
    fin_cases i <;> fin_cases j <;> simp [h, R, Matrix.mul_apply, Fin.sum_univ_two]
  · norm_num [p, dotProduct, Fin.sum_univ_two]
  · norm_num [R, p, Matrix.mulVec, dotProduct, Fin.sum_univ_two, abs_lt]
  · norm_num [h, R, p, Matrix.mulVec, dotProduct, Fin.sum_univ_two]

end

end SymmetryProjectionSize
```

```lean
#print axioms SymmetryProjectionSize.projectedEnergy_shift
-- 'SymmetryProjectionSize.projectedEnergy_shift' depends on axioms: [propext, Classical.choice, Quot.sound]
#print axioms SymmetryProjectionSize.parity_splitting_tendsto_zero
-- 'SymmetryProjectionSize.parity_splitting_tendsto_zero' depends on axioms: [propext, Classical.choice, Quot.sound]
```

## From factorized overlaps to the limit

`productState_dot` and `tensorOp_mulVec` prove the two factorizations. Both use `Finset.prod_univ_sum` to exchange a product of sums for a sum over configurations.

`hamiltonian_element` computes the matrix element of H. Its step `hsum` distributes the scalar product over the sum of operators, and `hone` evaluates one term by separating the copy that carries `h` from the rest. The remaining N overlaps are collected in `hrest`.

`projectedState_eq` writes the projected vector as half the sum of two product states. `symmetric_move` transfers `R` across the scalar product. With these, `projected_norm` expands the square into four overlaps, and its `linear_combination` step uses σ² = 1 to combine them. `norm_factor_pos` treats σ = 1 and σ = −1 separately to show that the denominator is positive.

In `projectedEnergy_shift`, the identities `h1` to `h4` are the relations for Rp used in the derivation: its norm, its overlap with p, and the two elements of h. The step `hnum` gives the numerator ½(N+1)(e + σts^N). The common factors of one half cancel through `hhalf`, and after multiplication by the nonzero denominator `ring` confirms the formula for the shift.

`projection_gain_tendsto_zero` first moves the sequence by one place, so that the formula for N + 1 copies applies. It writes (N+1)s^N as Ns^N + s^N, uses the known limits of both terms, and divides by a denominator that tends to 1. `parity_splitting_tendsto_zero` subtracts the limits for the two parities.

Finally, `projection_witness` checks the two-level example used above. It meets every condition on `h`, `R` and `p`, and it has t ≠ es, so the limit is not merely that of a sequence of zeros.
